# The moduli of single-electron site amplitudes do not determine the one-particle density matrix

One electron occupies a single orbital on two sites, with coefficients 3/5 and 4/5 in one state and 3/5 and −4/5 in the other. The theorem `moduli_do_not_suffice` states that both orbitals are normalised and that their minors, here just the amplitudes on the individual sites, have equal moduli, yet their density matrices `V Vᴴ` differ. The attempt proves normalisation by computing the only entry of the 1 × 1 matrix `Vᴴ V`, and compares the moduli site by site. For the density matrices it uses the off-diagonal entry, the coherence between the sites, which is 12/25 in one state and −12/25 in the other.

In Lean, a first try:

```lean
import Mathlib

open Matrix

namespace ModuliDoNotSuffice

noncomputable section

variable {L : Type*} {N : ℕ}

/-- The determinant of the orbital matrix `V` (rows are sites, columns are orbitals)
evaluated with electron `i` at site `x i`. -/
def amplitude (V : Matrix L (Fin N) ℂ) (x : Fin N → L) : ℂ :=
  (V.submatrix x id).det

/-- The minor of `V` on an `N`-element set `S` of sites, taken in increasing order. -/
def slaterMinor [LinearOrder L] (V : Matrix L (Fin N) ℂ) (S : Finset L)
    (hS : S.card = N) : ℂ :=
  amplitude V (S.orderEmbOfFin hS)

/-- The matrix `V Vᴴ`, which is the one-particle density matrix when the orbitals `V` are
orthonormal. -/
def densityMatrix (V : Matrix L (Fin N) ℂ) : Matrix L L ℂ := V * Vᴴ

/-- One orbital on two sites, with coefficients `3/5` and `4 s/5`. -/
def twoSite (s : ℂ) : Matrix (Fin 2) (Fin 1) ℂ := !![3 / 5; s * (4 / 5)]

/-- Moduli of minors do not fix the density matrix: the normalised orbitals `twoSite 1` and
`twoSite (-1)` have minors of equal modulus but different density matrices. -/
theorem moduli_do_not_suffice :
    (twoSite 1)ᴴ * twoSite 1 = 1 ∧ (twoSite (-1))ᴴ * twoSite (-1) = 1 ∧
    (∀ (S : Finset (Fin 2)) (hS : S.card = 1),
      ‖slaterMinor (twoSite 1) S hS‖ = ‖slaterMinor (twoSite (-1)) S hS‖) ∧
    densityMatrix (twoSite 1) ≠ densityMatrix (twoSite (-1)) := by
  refine ⟨?_, ?_, fun S hS => ?_, fun h => ?_⟩
  · ext i j
    fin_cases i
    fin_cases j
    norm_num [twoSite, Matrix.mul_apply, Fin.sum_univ_two]
  · ext i j
    fin_cases i
    fin_cases j
    norm_num [twoSite, Matrix.mul_apply, Fin.sum_univ_two]
  · simp only [slaterMinor, amplitude, Matrix.det_fin_one, Matrix.submatrix_apply, id]
    generalize S.orderEmbOfFin hS 0 = i
    fin_cases i <;> simp [twoSite]
  · -- the coherence between the two sites changes sign
    have h01 := congrArg (fun M : Matrix (Fin 2) (Fin 2) ℂ => M 0 1) h
    norm_num [densityMatrix, twoSite, Matrix.mul_apply] at h01

end

end ModuliDoNotSuffice
```

The compiler's answer:

```
Main.lean:36:2: error: unsolved goals
case refine_1.«0».«0»
⊢ (starRingEnd ℂ) 3 / (starRingEnd ℂ) 5 * (3 / 5) + (starRingEnd ℂ) 4 / (starRingEnd ℂ) 5 * (4 / 5) = 1
Main.lean:40:2: error: unsolved goals
case refine_2.«0».«0»
⊢ (starRingEnd ℂ) 3 / (starRingEnd ℂ) 5 * (3 / 5) + (starRingEnd ℂ) 4 / (starRingEnd ℂ) 5 * (4 / 5) = 1
```

Both errors are in the normalisation proofs. In each, `norm_num` expands the matrix product and carries the complex conjugation, written `starRingEnd ℂ`, through to the numerals, but leaves `(starRingEnd ℂ) 3`, `(starRingEnd ℂ) 4` and `(starRingEnd ℂ) 5` unevaluated. The remaining goal is true, since these numbers are real and 9/25 + 16/25 = 1, but the call does not replace the conjugates by the numbers themselves, so it cannot finish the arithmetic. The same goal remains for both orbitals because the two minus signs in the second have cancelled.

The repair proves the three missing equalities as `h3`, `h4` and `h5`. Each uses `Complex.conj_eq_iff_real`, by which a complex number equals its conjugate exactly when it comes from a real number, and supplies that real number. Passing these facts to both `norm_num` calls lets them remove the conjugations and check the sum. The added comment only says why the equalities hold.

Fix (accepted with no message):

```diff
@@ -33,13 +33,17 @@
       ‖slaterMinor (twoSite 1) S hS‖ = ‖slaterMinor (twoSite (-1)) S hS‖) ∧
     densityMatrix (twoSite 1) ≠ densityMatrix (twoSite (-1)) := by
+  -- the coefficients are real
+  have h3 : (starRingEnd ℂ) 3 = 3 := Complex.conj_eq_iff_real.mpr ⟨3, by norm_num⟩
+  have h4 : (starRingEnd ℂ) 4 = 4 := Complex.conj_eq_iff_real.mpr ⟨4, by norm_num⟩
+  have h5 : (starRingEnd ℂ) 5 = 5 := Complex.conj_eq_iff_real.mpr ⟨5, by norm_num⟩
   refine ⟨?_, ?_, fun S hS => ?_, fun h => ?_⟩
   · ext i j
     fin_cases i
     fin_cases j
-    norm_num [twoSite, Matrix.mul_apply, Fin.sum_univ_two]
+    norm_num [twoSite, Matrix.mul_apply, Fin.sum_univ_two, h3, h4, h5]
   · ext i j
     fin_cases i
     fin_cases j
-    norm_num [twoSite, Matrix.mul_apply, Fin.sum_univ_two]
+    norm_num [twoSite, Matrix.mul_apply, Fin.sum_univ_two, h3, h4, h5]
   · simp only [slaterMinor, amplitude, Matrix.det_fin_one, Matrix.submatrix_apply, id]
     generalize S.orderEmbOfFin hS 0 = i
```
